# The −1/r tail of the Fermi–Amaldi potential for a spherical density with integrable, nonzero total charge

In a Kohn–Sham inversion one looks for the local potential whose orbitals reproduce a given density $\rho$. One way to set this up is to write the potential as

$$v(\mathbf r)=v_{\rm ext}(\mathbf r)+v_H(\mathbf r)+v_{FA}(\mathbf r)+\sum_t b_t\,g_t(\mathbf r),\qquad v_{FA}=-\frac{v_H}{N},$$

and to optimise only the coefficients $b_t$ of a finite set of Gaussians $g_t$. Here $v_{\rm ext}$ is the external potential, $v_H$ the Hartree potential of $\rho$ and $N$ the electron number. The Gaussians die off too fast to build a Coulomb tail, so the $-1/r$ decay expected of the exchange potential of a finite system has to come from the fixed term $v_{FA}$. For a spherical density whose radial charge is integrable with $N\neq0$, it does: $r\,v_{FA}(r)\to-1$.

```lean
import Mathlib

open MeasureTheory Set Filter
open scoped Real Topology

namespace FermiAmaldiAsymptotics

noncomputable section
```

## Charge and potentials of a spherical density

Atomic units are used throughout, and potentials are those felt by an electron, so electronic repulsion is positive. The charge per unit radius is $4\pi s^2\rho(s)$.

```lean
/-- The charge per unit radius, `4 π s² ρ(s)`, of a spherical density `ρ`. -/
def shell (ρ : ℝ → ℝ) (s : ℝ) : ℝ := 4 * π * s ^ 2 * ρ s
```

The density is a function `ρ : ℝ → ℝ` of the radius. Its integral over all radii is the electron number,

$$N=\int_0^\infty 4\pi s^2\rho(s)\,ds .$$

```lean
/-- The electron number `N`, the integral of `4 π s² ρ(s)` over all radii. -/
def electronNumber (ρ : ℝ → ℝ) : ℝ := ∫ s in Ioi 0, shell ρ s
```

`Ioi 0` is the interval $(0,\infty)$. Nothing forces $N$ to be an integer.

Averaged over a sphere of radius $s$, the Coulomb kernel seen at radius $r$ is $1/\max(r,s)$. Shells inside $r$ therefore act as if their charge sat at the origin, and a shell outside, of radius $s$, contributes its charge divided by $s$:

$$v_H(r)=\frac1r\int_0^r4\pi s^2\rho(s)\,ds+\int_r^\infty4\pi s\,\rho(s)\,ds .$$

```lean
/-- The Hartree potential of a spherical density at radius `r > 0`: the charge inside `r`
divided by `r`, plus the contribution of the shells outside `r`. -/
def hartree (ρ : ℝ → ℝ) (r : ℝ) : ℝ :=
  1 / r * (∫ s in Ioc 0 r, shell ρ s) + ∫ s in Ioi r, 4 * π * s * ρ s
```

The file takes this radial formula as its definition of the Hartree potential; the spherical average that leads to it is not carried out in Lean. `Ioc 0 r` is $(0,r]$.

The Fermi–Amaldi potential removes one $N$-th of the Hartree potential, as if each electron carried an equal share of the density and should not repel itself.

```lean
/-- The Fermi-Amaldi potential `-vH / N`, for radii `r > 0` and electron number `N ≠ 0`. -/
def fermiAmaldi (ρ : ℝ → ℝ) (r : ℝ) : ℝ := -hartree ρ r / electronNumber ρ
```

The main hypothesis below is `IntegrableOn (shell ρ) (Ioi 0)`, which says that $\int_0^\infty|4\pi s^2\rho|\,ds$ is finite. Physically, the system holds a finite amount of charge. Continuity of $\rho$ is never required, and its sign matters in only one theorem.

## The charge outside a large sphere vanishes

For an integrable radial function $g$ and $r\ge0$,

$$\int_0^\infty g\,ds=\int_0^r g\,ds+\int_r^\infty g\,ds .$$

```lean
/-- The integral of an integrable radial function is the part inside radius `r ≥ 0` plus the
part outside. -/
theorem integral_split {g : ℝ → ℝ} (hg : IntegrableOn g (Ioi 0)) {r : ℝ} (hr : 0 ≤ r) :
    ∫ s in Ioi 0, g s = (∫ s in Ioc 0 r, g s) + ∫ s in Ioi r, g s := by
  have hd : Disjoint (Ioc 0 r) (Ioi r) :=
    Set.disjoint_left.2 fun s hs hs' => not_lt_of_ge hs.2 hs'
  rw [← Ioc_union_Ioi_eq_Ioi hr]
  exact setIntegral_union hd measurableSet_Ioi
    (hg.mono_set Ioc_subset_Ioi_self) (hg.mono_set (Ioi_subset_Ioi hr))
```

The proof writes $(0,\infty)$ as the disjoint union of $(0,r]$ and $(r,\infty)$ and adds the two integrals.

Since $\int_0^r g\,ds\to\int_0^\infty g\,ds$ as $r\to\infty$, the remainder satisfies

$$\int_r^\infty g\,ds=\int_0^\infty g\,ds-\int_0^r g\,ds\;\longrightarrow\;0 .$$

```lean
/-- The part of an integrable radial function outside radius `r` tends to zero as `r` grows. -/
theorem tail_tendsto_zero {g : ℝ → ℝ} (hg : IntegrableOn g (Ioi 0)) :
    Tendsto (fun r : ℝ => ∫ s in Ioi r, g s) atTop (𝓝 0) := by
  have h0 : Tendsto (fun r : ℝ => ∫ s in (0 : ℝ)..r, g s) atTop (𝓝 (∫ s in Ioi 0, g s)) :=
    intervalIntegral_tendsto_integral_Ioi 0 hg tendsto_id
  have h1 := h0.const_sub (∫ s in Ioi 0, g s)
  rw [sub_self] at h1
  refine h1.congr' ?_
  filter_upwards [eventually_ge_atTop (0 : ℝ)] with r hr
  rw [intervalIntegral.integral_of_le hr, integral_split hg hr]
  ring
```

`Tendsto … atTop (𝓝 0)` is the statement that the limit for $r\to\infty$ is zero. `h0` is the convergence of the inner integral, `const_sub` subtracts it from the total, and the splitting identifies the difference with the tail.

## How far $r\,v_H$ is from $N$

The outer term of $v_H$ has the integrand $4\pi s\rho$ instead of $4\pi s^2\rho$. For $s>r>0$ we have $1/s\le1/r$, hence

$$|4\pi s\,\rho(s)|=\frac1s\,|4\pi s^2\rho(s)|\le\frac1r\,|4\pi s^2\rho(s)| ,$$

and the right-hand side is integrable over $(r,\infty)$.

```lean
/-- If `4 π s² ρ` is integrable, then the outer shells give a finite contribution to the
Hartree potential at every radius `r > 0`. -/
theorem integrableOn_outer {ρ : ℝ → ℝ} (h : IntegrableOn (shell ρ) (Ioi 0)) {r : ℝ}
    (hr : 0 < r) : IntegrableOn (fun s => 4 * π * s * ρ s) (Ioi r) := by
  have h1 : IntegrableOn (shell ρ) (Ioi r) := h.mono_set (Ioi_subset_Ioi hr.le)
  -- beyond `r` the factor `1/s` is bounded by `1/r`
  have h2 : IntegrableOn (fun s => s⁻¹ * shell ρ s) (Ioi r) := by
    refine Integrable.mono' ((Integrable.norm h1).const_mul r⁻¹) ?_ ?_
    · exact (measurable_inv.aestronglyMeasurable).mul h1.aestronglyMeasurable
    · filter_upwards [ae_restrict_mem measurableSet_Ioi] with s hs
      have hs' : r < s := hs
      rw [norm_mul, Real.norm_of_nonneg (inv_nonneg.2 (hr.trans hs').le)]
      exact mul_le_mul_of_nonneg_right (inv_anti₀ hr hs'.le) (norm_nonneg _)
  refine h2.congr_fun (fun s hs => ?_) measurableSet_Ioi
  have hs0 : s ≠ 0 := (hr.trans hs).ne'
  simp only [shell]
  field_simp
```

`Integrable.mono'` is this comparison with an integrable bound; the last lines cancel one factor of $s$.

Now multiply $v_H$ by $r$ and replace the inner charge by $N$ minus the outer charge:

$$\begin{aligned}
r\,v_H(r)&=\int_0^r4\pi s^2\rho\,ds+r\int_r^\infty4\pi s\rho\,ds\\
&=N-\int_r^\infty4\pi s^2\rho\,ds+\int_r^\infty4\pi s\,r\,\rho\,ds\\
&=N-\int_r^\infty4\pi s(s-r)\rho(s)\,ds .
\end{aligned}$$

```lean
/-- For integrable `4 π s² ρ` and `r > 0`, the product `r vH(r)` equals `N` minus the integral
of `4 π s (s - r) ρ(s)` over the region outside `r`. -/
theorem mul_hartree_eq {ρ : ℝ → ℝ} (h : IntegrableOn (shell ρ) (Ioi 0)) {r : ℝ}
    (hr : 0 < r) :
    r * hartree ρ r = electronNumber ρ - ∫ s in Ioi r, 4 * π * s * (s - r) * ρ s := by
  have h1 : IntegrableOn (shell ρ) (Ioi r) := h.mono_set (Ioi_subset_Ioi hr.le)
  have h2 := integrableOn_outer h hr
  have h3 : ∫ s in Ioi r, 4 * π * s * (s - r) * ρ s
      = (∫ s in Ioi r, shell ρ s) - r * ∫ s in Ioi r, 4 * π * s * ρ s := by
    calc ∫ s in Ioi r, 4 * π * s * (s - r) * ρ s
        = ∫ s in Ioi r, (shell ρ s - r * (4 * π * s * ρ s)) :=
          integral_congr_ae (Eventually.of_forall fun s => by simp only [shell]; ring)
      _ = (∫ s in Ioi r, shell ρ s) - ∫ s in Ioi r, r * (4 * π * s * ρ s) :=
          integral_sub h1 (Integrable.const_mul h2 r)
      _ = _ := by rw [integral_const_mul]
  rw [h3, electronNumber, integral_split h hr.le, hartree, mul_add, ← mul_assoc,
    mul_one_div_cancel hr.ne']
  ring
```

In the proof, `h3` separates the last integral into its two parts, which is allowed because both are integrable. The final rewriting inserts the splitting of $N$ at $r$.

For $s>r>0$ the weight obeys $0\le s(s-r)\le s^2$, so

$$|r\,v_H(r)-N|\le\int_r^\infty4\pi s(s-r)|\rho(s)|\,ds\le\int_r^\infty|4\pi s^2\rho(s)|\,ds .$$

At every radius $r>0$, the difference between $v_H(r)$ and the point-charge form $N/r$ is thus at most $1/r$ times the absolute charge still outside.

```lean
/-- For integrable `4 π s² ρ` and `r > 0`, the deviation of `r vH(r)` from `N` is at most the
absolute charge outside `r`. -/
theorem abs_mul_hartree_sub_le {ρ : ℝ → ℝ} (h : IntegrableOn (shell ρ) (Ioi 0)) {r : ℝ}
    (hr : 0 < r) :
    |r * hartree ρ r - electronNumber ρ| ≤ ∫ s in Ioi r, |shell ρ s| := by
  have h1 : IntegrableOn (fun s => |shell ρ s|) (Ioi r) :=
    Integrable.norm (h.mono_set (Ioi_subset_Ioi hr.le))
  rw [mul_hartree_eq h hr, sub_sub_cancel_left, abs_neg]
  show ‖∫ s in Ioi r, 4 * π * s * (s - r) * ρ s‖ ≤ ∫ s in Ioi r, |shell ρ s|
  refine norm_integral_le_of_norm_le h1 ?_
  filter_upwards [ae_restrict_mem measurableSet_Ioi] with s hs
  have hs' : r < s := hs
  have hs0 : 0 < s := hr.trans hs'
  have ha : 0 ≤ 4 * π * s * (s - r) := mul_nonneg (by positivity) (sub_nonneg.2 hs'.le)
  have hb : 0 ≤ 4 * π * s ^ 2 := by positivity
  -- the weight `s (s - r)` never exceeds `s²`
  have hc : 4 * π * s * (s - r) ≤ 4 * π * s ^ 2 := by
    nlinarith [mul_pos (mul_pos Real.pi_pos hs0) hr]
  show |4 * π * s * (s - r) * ρ s| ≤ |4 * π * s ^ 2 * ρ s|
  rw [abs_mul (4 * π * s * (s - r)) (ρ s), abs_mul (4 * π * s ^ 2) (ρ s),
    abs_of_nonneg ha, abs_of_nonneg hb]
  exact mul_le_mul_of_nonneg_right hc (abs_nonneg _)
```

`ha` and `hc` are the two inequalities for the weight, and `norm_integral_le_of_norm_le` carries the pointwise bound over to the integral.

If moreover $\rho\ge0$, the integral subtracted from $N$ in the identity is nonnegative. Then $r\,v_H(r)\le N$, that is,

$$v_H(r)\le\frac Nr\qquad(r>0).$$

```lean
/-- For a nonnegative density with integrable `4 π s² ρ`, the Hartree potential at any `r > 0`
is at most that of a point charge `N` at the origin. -/
theorem hartree_le_point_charge {ρ : ℝ → ℝ} (h : IntegrableOn (shell ρ) (Ioi 0))
    (hρ : ∀ s, 0 < s → 0 ≤ ρ s) {r : ℝ} (hr : 0 < r) :
    hartree ρ r ≤ electronNumber ρ / r := by
  have h1 : 0 ≤ ∫ s in Ioi r, 4 * π * s * (s - r) * ρ s := by
    refine setIntegral_nonneg measurableSet_Ioi fun s hs => ?_
    have hs' : r < s := hs
    have hs0 : 0 < s := hr.trans hs'
    exact mul_nonneg (mul_nonneg (by positivity) (sub_nonneg.2 hs'.le)) (hρ s hs0)
  rw [le_div_iff₀ hr, mul_comm, mul_hartree_eq h hr]
  linarith
```

At any radius, the repulsive potential of a spherical electron cloud is never higher than that of the same charge gathered at its centre.

## The limits at large radius

The absolute charge outside $r$ tends to zero, and it bounds $|r\,v_H(r)-N|$. Therefore

$$r\,v_H(r)\longrightarrow N .$$

```lean
/-- If `4 π s² ρ` is integrable with integral `N`, then `r vH(r)` tends to `N` at large `r`. -/
theorem mul_hartree_tendsto {ρ : ℝ → ℝ} (h : IntegrableOn (shell ρ) (Ioi 0)) :
    Tendsto (fun r => r * hartree ρ r) atTop (𝓝 (electronNumber ρ)) := by
  have ha : IntegrableOn (fun s => |shell ρ s|) (Ioi 0) := Integrable.norm h
  refine tendsto_sub_nhds_zero_iff.1 (squeeze_zero_norm' ?_ (tail_tendsto_zero ha))
  filter_upwards [eventually_gt_atTop (0 : ℝ)] with r hr
  exact abs_mul_hartree_sub_le h hr
```

The tail theorem is applied to $|4\pi s^2\rho|$, and `squeeze_zero_norm'` closes the argument. The bound is needed only for positive $r$, which is what `filter_upwards` arranges.

For $N\ne0$, division by $-N$ gives

$$r\,v_{FA}(r)=-\frac{r\,v_H(r)}N\longrightarrow-\frac NN=-1 .$$

```lean
/-- If `4 π s² ρ` is integrable with integral `N ≠ 0`, the Fermi-Amaldi potential behaves as
`-1/r` at large `r`: its product with `r` tends to `-1`. -/
theorem mul_fermiAmaldi_tendsto {ρ : ℝ → ℝ} (h : IntegrableOn (shell ρ) (Ioi 0))
    (hN : electronNumber ρ ≠ 0) :
    Tendsto (fun r => r * fermiAmaldi ρ r) atTop (𝓝 (-1)) := by
  have h1 := (mul_hartree_tendsto h).neg.div_const (electronNumber ρ)
  rw [neg_div, div_self hN] at h1
  exact h1.congr fun r => by simp only [fermiAmaldi]; ring
```

This is the precise sense in which $v_{FA}$ behaves as $-1/r$. The theorem concerns the Fermi–Amaldi expression for a spherical density; it does not derive the asymptotics of the exact exchange potential, nor does it treat molecules.

Adding the two limits,

$$r\,\bigl(v_H(r)+v_{FA}(r)\bigr)\longrightarrow N-1 .$$

```lean
/-- If `4 π s² ρ` is integrable with integral `N ≠ 0`, the sum of the Hartree and Fermi-Amaldi
potentials behaves at large `r` as `(N - 1)/r`, in the sense that `r` times it tends to `N - 1`. -/
theorem mul_hartree_add_fermiAmaldi_tendsto {ρ : ℝ → ℝ}
    (h : IntegrableOn (shell ρ) (Ioi 0)) (hN : electronNumber ρ ≠ 0) :
    Tendsto (fun r => r * (hartree ρ r + fermiAmaldi ρ r)) atTop
      (𝓝 (electronNumber ρ - 1)) := by
  have h1 := (mul_hartree_tendsto h).add (mul_fermiAmaldi_tendsto h hN)
  rw [← sub_eq_add_neg] at h1
  exact h1.congr fun r => by ring
```

A distant electron is repelled by the other $N-1$. In a neutral atom the nucleus contributes $-N/r$, and the total potential is left with the tail $-1/r$.

For $N=1$ the cancellation is complete, and not only far away:

$$v_H(r)+v_{FA}(r)=v_H(r)-\frac{v_H(r)}1=0 .$$

```lean
/-- For a density with `N = 1`, the Fermi-Amaldi potential cancels the Hartree potential at
every radius. -/
theorem one_electron_cancellation {ρ : ℝ → ℝ} (hN : electronNumber ρ = 1) (r : ℝ) :
    hartree ρ r + fermiAmaldi ρ r = 0 := by
  rw [fermiAmaldi, hN]
  ring

end

end FermiAmaldiAsymptotics
```

A single electron does not repel itself at any radius. No separate integrability hypothesis appears here, because Lean gives a non-integrable function the integral zero, so $N=1$ already implies integrability.

```lean
#print axioms FermiAmaldiAsymptotics.hartree_le_point_charge
#print axioms FermiAmaldiAsymptotics.mul_hartree_add_fermiAmaldi_tendsto
#print axioms FermiAmaldiAsymptotics.one_electron_cancellation
```

```
'FermiAmaldiAsymptotics.hartree_le_point_charge' depends on axioms: [propext, Classical.choice, Quot.sound]
'FermiAmaldiAsymptotics.mul_hartree_add_fermiAmaldi_tendsto' depends on axioms: [propext, Classical.choice, Quot.sound]
'FermiAmaldiAsymptotics.one_electron_cancellation' depends on axioms: [propext, Classical.choice, Quot.sound]
```

## The tail on a radial grid

On a radial grid the two integrals can be approximated by running sums. With increasing positive radii `r`, quadrature weights `w` and density values `rho` as NumPy arrays:

```python
f = 4 * np.pi * r**2 * rho * w        # charge per grid point
inner = np.cumsum(f)                  # charge up to r
outer = np.sum(f / r) - np.cumsum(f / r)
vH = inner / r + outer
vFA = -vH / inner[-1]
```

At the last grid point `outer` vanishes up to rounding, so `r[-1] * vFA[-1]` is $-1$ up to rounding for any density whose summed charge `inner[-1]` is nonzero. That number therefore says nothing about the quality of the grid. The informative comparison is between `inner[-1]` and the intended electron number: a deficit can mean that the grid ends too early or is too coarse, or that the density itself is not correctly normalised.

The divisor matters too. If the density integrates to $Q$ but the code divides by a nominal $N$, the Hartree limit gives the tail $-(Q/N)/r$, and a normalisation error becomes an error of the same relative size in the tail of $v_{FA}$. Dividing by the integrated charge keeps the coefficient at $-1$.
